# One site energy changes a vanishing bridge entry to −e G_dk G_ka on a two-sublattice bridge

Let B be an invertible matrix with nonzero entries only between two sublattices, and let G = B⁻¹. For sites d and a on the same sublattice, G_da = 0. Adding an energy e at any site k keeps the matrix invertible and changes this entry to exactly −e G_dk G_ka, which is still zero if k shares their sublattice.

In a non-interacting model of electron transfer, B = H − E, with H the bridge Hamiltonian in an orthonormal site basis and E the tunnelling energy. A donor attached at d with coupling v_D and an acceptor attached at a with coupling v_A then have the bridge-mediated coupling −v_D G_da v_A. When the bridge connects d to a, G_da = 0 is called destructive interference. The golden-rule rate scales with the square of the coupling.

```lean
import Mathlib

open Matrix

namespace BridgeInterference

variable {n K : Type*} [Fintype n] [DecidableEq n] [Field K]
```

Here `n` is the finite set of sites and `K` is the field of matrix entries. Taking `K` to be ℝ gives the usual real Hamiltonian. B need not be symmetric.

```lean
/-- The bridge matrix `B` has nonzero entries only between the two sublattices
labelled by `s`. -/
def Alternant {n K : Type*} [Field K] (s : n → Bool) (B : Matrix n n K) : Prop :=
  ∀ i j, s i = s j → B i j = 0
```

The map `s` gives each site one of two labels, `true` or `false`. `Alternant s B` says that B_ij = 0 whenever i and j carry the same label. This includes i = j, so the diagonal vanishes: before the shift, every bridge site has energy E.

```lean
/-- The inverse of an invertible alternant bridge matrix has zero entries between sites of the same
sublattice. -/
theorem inv_same_sublattice {s : n → Bool} {B : Matrix n n K} (hs : Alternant s B)
    (hB : IsUnit B.det) {d a : n} (h : s d = s a) : B⁻¹ d a = 0 := by
  -- `B` carries one sublattice projector into the other
  have hPB : diagonal (fun i => if s i = s a then (1 : K) else 0) * B
      = B * diagonal (fun i => if s i = s a then (0 : K) else 1) := by
    ext i j
    simp only [Matrix.diagonal_mul, Matrix.mul_diagonal]
    by_cases hij : s i = s j
    · rw [hs i j hij, mul_zero, zero_mul]
    · by_cases hi : s i = s a
      · have hj : ¬ s j = s a := fun h' => hij (hi.trans h'.symm)
        rw [if_pos hi, if_neg hj, one_mul, mul_one]
      · have hj : s j = s a := by
          revert hij hi
          cases s i <;> cases s j <;> cases s a <;> simp
        rw [if_neg hi, if_pos hj, zero_mul, mul_zero]
  -- hence so does its inverse
  have hG : ∀ P Q : Matrix n n K, P * B = B * Q → B⁻¹ * P = Q * B⁻¹ := by
    intro P Q hPQ
    calc B⁻¹ * P = B⁻¹ * P * (B * B⁻¹) := by
          rw [Matrix.mul_nonsing_inv _ hB, mul_one]
      _ = B⁻¹ * (P * B) * B⁻¹ := by simp only [mul_assoc]
      _ = B⁻¹ * (B * Q) * B⁻¹ := by rw [hPQ]
      _ = (B⁻¹ * B) * Q * B⁻¹ := by simp only [mul_assoc]
      _ = Q * B⁻¹ := by rw [Matrix.nonsing_inv_mul _ hB, one_mul]
  have hda := congrFun (congrFun (hG _ _ hPB) d) a
  simpa [Matrix.mul_diagonal, Matrix.diagonal_mul, h] using hda
```

Hypotheses stand before the final colon and the conclusion after it. `IsUnit B.det` says that det B is invertible, which in a field means nonzero.

By hand, let P project onto the sublattice of a, and Q onto the other one. Then

(PB)_ij = P_i B_ij, (BQ)_ij = B_ij Q_j.

If i and j share a sublattice, both sides vanish. Otherwise i lies on a's sublattice exactly when j does not, so P_i = Q_j. Hence PB = BQ, which is `hPB`. Multiplying by G from both sides gives GP = QG, which is `hG`. The (d,a) entry of this equation reads G_da · 1 = 0 · G_da, so G_da = 0.

```lean
/-- The Dyson series stops after first order: site energies `ε` placed on a single
sublattice `c` keep an invertible alternant bridge matrix invertible, and the new inverse
is `G - G D G`, with `G` the old inverse and `D` the diagonal matrix of the energies. -/
theorem dyson_terminates {s : n → Bool} {B : Matrix n n K} (hs : Alternant s B)
    (hB : IsUnit B.det) (c : Bool) (ε : n → K) (hε : ∀ i, s i ≠ c → ε i = 0) :
    IsUnit (B + diagonal ε).det ∧
      (B + diagonal ε)⁻¹ = B⁻¹ - B⁻¹ * diagonal ε * B⁻¹ := by
  -- no propagation between two shifted sites
  have h0 : diagonal ε * B⁻¹ * diagonal ε = 0 := by
    ext i j
    rw [Matrix.mul_diagonal, Matrix.diagonal_mul, Matrix.zero_apply]
    by_cases hi : s i = c
    · by_cases hj : s j = c
      · rw [inv_same_sublattice hs hB (hi.trans hj.symm), mul_zero, zero_mul]
      · rw [hε j hj, mul_zero]
    · rw [hε i hi, zero_mul, zero_mul]
  have key : ∀ X G D : Matrix n n K, X * G = 1 → D * G * D = 0 →
      (X + D) * (G - G * D * G) = 1 := by
    intro X G D h1 h2
    calc (X + D) * (G - G * D * G)
        = X * G - (X * G) * D * G + D * G - (D * G * D) * G := by noncomm_ring
      _ = 1 := by rw [h1, h2, one_mul, zero_mul, sub_zero, sub_add_cancel]
  have hr := key B B⁻¹ (diagonal ε) (Matrix.mul_nonsing_inv _ hB) h0
  exact ⟨Matrix.isUnit_det_of_right_inverse hr, Matrix.inv_eq_right_inv hr⟩
```

Now let D be the diagonal matrix of site energies ε_i, all zero outside one sublattice `c`. Then

(DGD)_ij = ε_i G_ij ε_j = 0,

because either an energy vanishes or i and j both lie on `c`, where G_ij = 0. This is `h0`. Therefore

(B + D)(G − GDG) = 1 − DG + DG − DGDG = 1.

The lemma `key` performs this expansion, with `noncomm_ring` respecting the order of the factors. For square matrices a right inverse is the inverse, so both conclusions, joined by `∧`, follow. The Dyson series ends at first order, however large the energies are.

```lean
/-- With site energies on a single sublattice `c` of an invertible alternant bridge, the
inverse entry between two sites `d`, `a` of the same sublattice is minus the sum over
sites `k` of `ε k * G d k * G k a`, where `G` is the inverse without these energies. -/
theorem entry_of_site_energies {s : n → Bool} {B : Matrix n n K} (hs : Alternant s B)
    (hB : IsUnit B.det) (c : Bool) (ε : n → K) (hε : ∀ i, s i ≠ c → ε i = 0)
    {d a : n} (h : s d = s a) :
    (B + diagonal ε)⁻¹ d a = -∑ k, ε k * B⁻¹ d k * B⁻¹ k a := by
  rw [(dyson_terminates hs hB c ε hε).2, Matrix.sub_apply,
    inv_same_sublattice hs hB h, zero_sub, Matrix.mul_apply]
  congr 1
  refine Finset.sum_congr rfl fun k _ => ?_
  rw [Matrix.mul_diagonal]
  ring
```

Taking the (d,a) entry, with G_da = 0, leaves

[(B + D)⁻¹]_da = −∑_k ε_k G_dk G_ka.

The proof rewrites with the two previous theorems and then matches the sums term by term.

```lean
/-- Adding energy `e` at any site `k` of an invertible alternant bridge keeps it invertible and
makes the inverse entry between `d` and `a` of one sublattice exactly `-e G_dk G_ka`, which is zero
if `k` shares their sublattice. -/
theorem single_site_energy {s : n → Bool} {B : Matrix n n K} (hs : Alternant s B)
    (hB : IsUnit B.det) {d a : n} (h : s d = s a) (k : n) (e : K) :
    IsUnit (B + diagonal (Pi.single k e : n → K)).det ∧
      (B + diagonal (Pi.single k e : n → K))⁻¹ d a = -(e * B⁻¹ d k * B⁻¹ k a) ∧
      (s k = s d → (B + diagonal (Pi.single k e : n → K))⁻¹ d a = 0) := by
  have hε : ∀ i, s i ≠ s k → (Pi.single k e : n → K) i = 0 := by
    intro i hi
    have hik : i ≠ k := fun h' => hi (congrArg s h')
    rw [Pi.single_eq_of_ne hik]
  have hval : (B + diagonal (Pi.single k e : n → K))⁻¹ d a
      = -(e * B⁻¹ d k * B⁻¹ k a) := by
    rw [entry_of_site_energies hs hB (s k) _ hε h, Finset.sum_eq_single k]
    · rw [Pi.single_eq_same]
    · intro i _ hi
      rw [Pi.single_eq_of_ne hi, zero_mul, zero_mul]
    · intro hk
      exact absurd (Finset.mem_univ k) hk
  refine ⟨(dyson_terminates hs hB (s k) _ hε).1, hval, fun hk => ?_⟩
  rw [hval, inv_same_sublattice hs hB hk.symm, mul_zero, zero_mul, neg_zero]
```

`Pi.single k e` is the energy profile with e at site k and zero elsewhere. A single site always lies on one sublattice, so the previous results apply with `c` equal to `s k`, and `Finset.sum_eq_single` keeps only the term for k. The three conclusions are invertibility, the value −e G_dk G_ka, and its vanishing when k shares the sublattice of d, since then G_dk = 0.

```lean
/-- The open chain of four sites with nearest-neighbour hopping `t`. -/
def chain (t : K) : Matrix (Fin 4) (Fin 4) K :=
  !![0, t, 0, 0; t, 0, t, 0; 0, t, 0, t; 0, 0, t, 0]
```

This is a four-site chain with hopping t, numbered from 0 as in Lean.

```lean
/-- The four-site chain with hopping `t ≠ 0` is an invertible alternant bridge. Its inverse
entry between sites 0 and 2 is zero, and energy `e` on the end site 3 turns it
into `e / t ^ 2`. -/
theorem chain_witness (t e : K) (ht : t ≠ 0) :
    Alternant ![false, true, false, true] (chain t) ∧ IsUnit (chain t).det ∧
      (chain t)⁻¹ 0 2 = 0 ∧
      (chain t + diagonal (Pi.single 3 e : Fin 4 → K))⁻¹ 0 2 = e / t ^ 2 := by
  have hs : Alternant ![false, true, false, true] (chain t) := by
    intro i j
    fin_cases i <;> fin_cases j <;> simp [chain]
  -- the explicit inverse of the chain
  have hmul : chain t * !![0, t⁻¹, 0, -t⁻¹; t⁻¹, 0, 0, 0; 0, 0, 0, t⁻¹; -t⁻¹, 0, t⁻¹, 0]
      = 1 := by
    ext i j
    fin_cases i <;> fin_cases j <;>
      simp [chain, Matrix.mul_apply, Fin.sum_univ_four, ht]
  have hB : IsUnit (chain t).det := Matrix.isUnit_det_of_right_inverse hmul
  have h02 : (![false, true, false, true] : Fin 4 → Bool) 0
      = (![false, true, false, true] : Fin 4 → Bool) 2 := rfl
  refine ⟨hs, hB, inv_same_sublattice hs hB h02, ?_⟩
  rw [(single_site_energy hs hB h02 3 e).2.1, Matrix.inv_eq_right_inv hmul]
  change -(e * -t⁻¹ * t⁻¹) = e / t ^ 2
  ring
```

The proof supplies the inverse explicitly, with G_03 = −1/t and G_32 = 1/t. Energy e on site 3 therefore gives

−e · (−1/t) · (1/t) = e/t².

In a Hückel calculation for an invertible alternant bridge with every site energy equal to E, G can be computed once. After a change of one site energy, the coupling between two sites of the same sublattice then needs only two entries of G. With the illustrative values t = −2.5 eV, e = 0.5 eV and v_D = v_A = 0.1 eV, the entry between sites 0 and 2 rises from 0 to 0.08 eV⁻¹, and the coupling changes from 0 to −0.8 meV.

```lean
/-- Energies on both sublattices can destroy invertibility: the two-site bridge with unit
hopping is alternant and invertible, but with unit energy on both sites it is singular. -/
theorem both_sublattices_singular :
    Alternant ![false, true] (!![0, 1; 1, 0] : Matrix (Fin 2) (Fin 2) ℝ) ∧
      IsUnit (!![0, 1; 1, 0] : Matrix (Fin 2) (Fin 2) ℝ).det ∧
      ¬ IsUnit ((!![0, 1; 1, 0] : Matrix (Fin 2) (Fin 2) ℝ) + diagonal ![1, 1]).det := by
  refine ⟨?_, ?_, ?_⟩
  · intro i j
    fin_cases i <;> fin_cases j <;> simp
  · simp [Matrix.det_fin_two]
  · simp [Matrix.det_fin_two]

end BridgeInterference
```

When several sites are shifted, confining the energies to one sublattice matters. A dimer with unit hopping and unit energy on both sites has determinant 1 · 1 − 1 · 1 = 0, so no inverse exists.

The zero diagonal of B matters even for a single shift: the one-site matrix B = (1) has G = (1), not zero, and e = −1 makes it singular.

```lean
#print axioms BridgeInterference.entry_of_site_energies
#print axioms BridgeInterference.single_site_energy
#print axioms BridgeInterference.both_sublattices_singular
```

```
'BridgeInterference.entry_of_site_energies' depends on axioms: [propext, Classical.choice, Quot.sound]
'BridgeInterference.single_site_energy' depends on axioms: [propext, Classical.choice, Quot.sound]
'BridgeInterference.both_sublattices_singular' depends on axioms: [propext, Classical.choice, Quot.sound]
```
